# A Cauchy–Schwarz bound on the lattice-mediated magnetoelectric coupling for positive definite force constants

## Displacements, fields and mode charges

The ionic displacements of a crystal are collected in a real vector $u$ with finitely many components, labelled by an index type `n`. The force-constant matrix $K$ is real, symmetric and positive definite. A static electric field and a static magnetic field act along fixed directions, with amplitudes $E$ and $H$. The electric mode charge $Z$ is the derivative, with respect to $u$, of the electric moment's component along the electric field, and the magnetic mode charge $M$ is that of the magnetic moment's component along the magnetic field. Both are real vectors indexed like $u$. In Lean, `⬝ᵥ` is the dot product and `*ᵥ` applies a matrix to a vector.

Positive definiteness means that every nonzero displacement costs energy. At the zone centre of a crystal this requires removing the uniform translations, which cost none, and it excludes unstable modes.

```lean
import Mathlib

open Matrix

namespace LatticeMagnetoelectric

noncomputable section

variable {n : Type*} [Fintype n] [DecidableEq n]
```

The energy is harmonic in $u$ and linear in the fields:

$$U(u)=\tfrac12\,u\cdot Ku-E\,Z\cdot u-H\,M\cdot u .$$

The charges and force constants do not depend on the fields. Clamped-ion electronic response and strain are left out, so what follows concerns the ionic part of the coupling and not the total magnetoelectric coefficient.

```lean
/-- Harmonic lattice energy at displacement `u` in an electric field `E` and a magnetic
field `H`, with force constants `K` and mode charges `Z` (electric) and `M` (magnetic). -/
def latticeEnergy (K : Matrix n n ℝ) (Z M : n → ℝ) (E H : ℝ) (u : n → ℝ) : ℝ :=
  1 / 2 * (u ⬝ᵥ K *ᵥ u) - E * (Z ⬝ᵥ u) - H * (M ⬝ᵥ u)
```

Setting the gradient to zero gives $Ku=EZ+HM$, whose solution is

$$u_0=K^{-1}(EZ+HM).$$

The definition only writes down this vector; that it minimises the energy is proved below.

```lean
/-- The displacement vector `K⁻¹ (E Z + H M)`, with `K⁻¹` the matrix inverse. -/
def relaxedDisplacement (K : Matrix n n ℝ) (Z M : n → ℝ) (E H : ℝ) : n → ℝ :=
  K⁻¹ *ᵥ (E • Z + H • M)
```

For two charges $a$ and $b$, write

$$R(a,b)=a\cdot K^{-1}b .$$

Then $R(Z,Z)$ is the lattice electric response, $R(M,M)$ the lattice magnetic response and $R(Z,M)$ the magnetoelectric coupling. No cell volume or unit-system prefactor is included.

A program can solve $Kx=M$ and take $Z\cdot x$, without forming the inverse. The force constants are used without mass weighting; if a code stores the mass-weighted dynamical matrix, dividing each charge component by the square root of its ion's mass gives the same response.

```lean
/-- The lattice-mediated response `a · K⁻¹ b` between mode charges `a` and `b`. -/
def latticeResponse (K : Matrix n n ℝ) (a b : n → ℝ) : ℝ :=
  a ⬝ᵥ K⁻¹ *ᵥ b
```

## Force balance and a symmetric, positive response

For a symmetric matrix $A$, moving it across the dot product gives

$$x\cdot Ay=(A^{T}x)\cdot y=(Ax)\cdot y=y\cdot Ax .$$

The rewrites in `form_symm` follow this chain.

```lean
omit [DecidableEq n] in
/-- The bilinear form of a symmetric matrix is symmetric. -/
theorem form_symm {A : Matrix n n ℝ} (hA : Aᵀ = A) (x y : n → ℝ) :
    x ⬝ᵥ A *ᵥ y = y ⬝ᵥ A *ᵥ x := by
  rw [dotProduct_mulVec, ← mulVec_transpose, hA, dotProduct_comm]
```

A load $a$ displaces the lattice by $x=K^{-1}a$, where the restoring force $-Kx$ cancels it, so $K(K^{-1}a)=a$. The comment in the code compares the two forces without their opposite signs. Positive definiteness enters through $\det K>0$, which makes $K$ invertible.

In a calculation, the residual $Kx-a$ tests whether the linear solve has converged.

```lean
/-- Force balance: the restoring force at the displacement `K⁻¹ a` equals the load `a`. -/
theorem force_balance {K : Matrix n n ℝ} (hK : K.PosDef) (a : n → ℝ) :
    K *ᵥ (K⁻¹ *ᵥ a) = a := by
  have hdet : IsUnit K.det := hK.det_pos.ne'.isUnit
  rw [mulVec_mulVec, mul_nonsing_inv _ hdet, one_mulVec]
```

The inverse of a symmetric matrix is symmetric, so $R(a,b)=R(b,a)$. Lean's `PosDef` already contains the symmetry of $K$, stated as Hermiticity; over the reals the conjugate transpose is the transpose, and `form_symm` applies to $K^{-1}$.

```lean
/-- The lattice response is unchanged when the two mode charges are exchanged. -/
theorem response_symm {K : Matrix n n ℝ} (hK : K.PosDef) (a b : n → ℝ) :
    latticeResponse K a b = latticeResponse K b a := by
  have hT : Kᵀ = K :=
    (conjTranspose_eq_transpose_of_trivial K).symm.trans hK.isHermitian.eq
  exact form_symm (by rw [transpose_nonsing_inv, hT]) a b
```

Put $x=K^{-1}a$. By force balance,

$$x\cdot Kx=x\cdot a=R(a,a).$$

If $a\neq0$, then $x\neq0$, since otherwise $a=Kx=0$; positive definiteness therefore gives $R(a,a)>0$. If $a=0$, the response is zero. The theorem states both facts: $R(a,a)\ge0$, and $R(a,a)=0$ exactly when $a=0$.

```lean
/-- The response of a mode charge to its own field is nonnegative, and it vanishes only
for zero charge. -/
theorem response_self {K : Matrix n n ℝ} (hK : K.PosDef) (a : n → ℝ) :
    0 ≤ latticeResponse K a a ∧ (latticeResponse K a a = 0 ↔ a = 0) := by
  by_cases ha : a = 0
  · subst ha
    simp [latticeResponse]
  · have hu : K⁻¹ *ᵥ a ≠ 0 := fun h => ha (by
      have hf := force_balance hK a
      rw [h, mulVec_zero] at hf
      exact hf.symm)
    -- the response is twice the elastic energy of the displacement `K⁻¹ a`
    have hpos := hK.dotProduct_mulVec_pos hu
    rw [star_trivial, force_balance hK, dotProduct_comm] at hpos
    have hpos' : 0 < latticeResponse K a a := hpos
    exact ⟨hpos'.le, fun h => absurd h hpos'.ne', fun h => absurd h ha⟩
```

For real coefficients $c$ and $d$, bilinearity and symmetry give

$$R(ca+db,\,ca+db)=c^2R(a,a)+2cd\,R(a,b)+d^2R(b,b).$$

The `simp only` step distributes the products, and `linear_combination` merges the two cross terms using symmetry.

```lean
/-- The self-response of a combined charge `c a + d b` is a quadratic form in `c` and `d`. -/
theorem response_expand {K : Matrix n n ℝ} (hK : K.PosDef) (a b : n → ℝ) (c d : ℝ) :
    latticeResponse K (c • a + d • b) (c • a + d • b) =
      c ^ 2 * latticeResponse K a a + 2 * c * d * latticeResponse K a b
        + d ^ 2 * latticeResponse K b b := by
  have h := response_symm hK b a
  simp only [latticeResponse] at h
  simp only [latticeResponse, mulVec_add, mulVec_smul, dotProduct_add, add_dotProduct,
    smul_dotProduct, dotProduct_smul, smul_eq_mul]
  linear_combination c * d * h
```

## The relaxed lattice and its moments

Write $f=EZ+HM$, so that $Ku_0=f$. Expanding the elastic energy of the deviation from $u_0$ gives

$$(u-u_0)\cdot K(u-u_0)=u\cdot Ku-2f\cdot u+R(f,f).$$

Halving and rearranging,

$$U(u)=\tfrac12(u-u_0)\cdot K(u-u_0)-\tfrac12R(f,f),$$

and the previous expansion turns the last term into

$$R(f,f)=E^2R(Z,Z)+2EH\,R(Z,M)+H^2R(M,M).$$

In the proof, `h1` is the expansion of the square and `h2` splits $f\cdot u$ into its electric and magnetic parts.

```lean
/-- The lattice energy is the elastic energy of the deviation from the relaxed displacement minus
half of a quadratic form in the fields, built from the three lattice responses. -/
theorem energy_complete_square {K : Matrix n n ℝ} (hK : K.PosDef) (Z M : n → ℝ)
    (E H : ℝ) (u : n → ℝ) :
    latticeEnergy K Z M E H u =
      1 / 2 * ((u - relaxedDisplacement K Z M E H) ⬝ᵥ
        K *ᵥ (u - relaxedDisplacement K Z M E H))
      - 1 / 2 * (E ^ 2 * latticeResponse K Z Z + 2 * E * H * latticeResponse K Z M
        + H ^ 2 * latticeResponse K M M) := by
  have hT : Kᵀ = K :=
    (conjTranspose_eq_transpose_of_trivial K).symm.trans hK.isHermitian.eq
  have hf : K *ᵥ relaxedDisplacement K Z M E H = E • Z + H • M := force_balance hK _
  have h1 : (u - relaxedDisplacement K Z M E H) ⬝ᵥ
      K *ᵥ (u - relaxedDisplacement K Z M E H) =
      u ⬝ᵥ K *ᵥ u - 2 * ((E • Z + H • M) ⬝ᵥ u)
        + latticeResponse K (E • Z + H • M) (E • Z + H • M) := by
    rw [mulVec_sub, sub_dotProduct, dotProduct_sub, dotProduct_sub,
      form_symm hT (relaxedDisplacement K Z M E H) u, hf,
      dotProduct_comm u (E • Z + H • M),
      dotProduct_comm (relaxedDisplacement K Z M E H) (E • Z + H • M)]
    simp only [latticeResponse, relaxedDisplacement]
    ring
  have h2 : (E • Z + H • M) ⬝ᵥ u = E * (Z ⬝ᵥ u) + H * (M ⬝ᵥ u) := by
    simp only [add_dotProduct, smul_dotProduct, smul_eq_mul]
  rw [h1, response_expand hK, h2]
  unfold latticeEnergy
  ring
```

In the completed square, only the first term depends on $u$. It vanishes at $u_0$ and is positive elsewhere, so $U(u_0)<U(u)$ whenever $u\ne u_0$. Lean evaluates the completed square at both displacements and compares them with `linarith`.

```lean
/-- Every displacement other than the relaxed one has strictly higher lattice energy. -/
theorem relaxed_is_minimum {K : Matrix n n ℝ} (hK : K.PosDef) (Z M : n → ℝ)
    (E H : ℝ) (u : n → ℝ) (hu : u ≠ relaxedDisplacement K Z M E H) :
    latticeEnergy K Z M E H (relaxedDisplacement K Z M E H) <
      latticeEnergy K Z M E H u := by
  have h0 := energy_complete_square hK Z M E H (relaxedDisplacement K Z M E H)
  have h1 := energy_complete_square hK Z M E H u
  have hpos := hK.dotProduct_mulVec_pos (sub_ne_zero.mpr hu)
  rw [star_trivial] at hpos
  simp only [sub_self, zero_dotProduct] at h0
  linarith
```

The induced moments follow by taking dot products with $u_0$:

$$Z\cdot u_0=E\,R(Z,Z)+H\,R(Z,M),$$
$$M\cdot u_0=E\,R(Z,M)+H\,R(M,M).$$

The electric moment produced by a magnetic field and the magnetic moment produced by an electric field share one coefficient. Numerically, solving once with $M$ as the load and once with $Z$ yields the coupling twice, and the two values should agree to solver accuracy.

```lean
/-- The electric and magnetic moments induced by the relaxed displacement are linear in the fields,
and the same coefficient `Z · K⁻¹ M` gives both cross responses. -/
theorem induced_moments {K : Matrix n n ℝ} (hK : K.PosDef) (Z M : n → ℝ) (E H : ℝ) :
    Z ⬝ᵥ relaxedDisplacement K Z M E H =
        E * latticeResponse K Z Z + H * latticeResponse K Z M ∧
      M ⬝ᵥ relaxedDisplacement K Z M E H =
        E * latticeResponse K Z M + H * latticeResponse K M M := by
  rw [response_symm hK Z M]
  constructor
  · rw [response_symm hK M Z]
    simp only [relaxedDisplacement, latticeResponse, mulVec_add, mulVec_smul,
      dotProduct_add, dotProduct_smul, smul_eq_mul]
  · simp only [relaxedDisplacement, latticeResponse, mulVec_add, mulVec_smul,
      dotProduct_add, dotProduct_smul, smul_eq_mul]
```

## The bound and its equality case

The result is

$$R(Z,M)^2\le R(Z,Z)\,R(M,M),$$

with equality if and only if $Z$ and $M$ are linearly dependent. Lean writes dependence as `¬ LinearIndependent ℝ ![Z, M]`: some coefficients $s,t$, not both zero, satisfy $sZ+tM=0$. This includes the case where either charge vanishes. With a single displacement coordinate the two charges are always dependent, and the bound is an equality.

Suppose first that $M=0$. Both sides are zero, and $0\cdot Z+1\cdot M=0$ is a nontrivial relation, so the inequality and the equivalence both hold.

Now let $M\ne0$, and abbreviate $e=R(Z,Z)$, $m=R(M,M)$ and $c=R(Z,M)$. Then $m>0$. The combined charge $v=mZ-cM$ has self-response

$$R(v,v)=m^2e-2mc^2+c^2m=m\,(em-c^2).$$

The left side is nonnegative and $m$ is positive, so $c^2\le em$. In the proof, `hgap` is the nonnegativity of $m\,(em-c^2)$.

If $c^2=em$, then $R(v,v)=0$ and hence $v=0$. The relation $mZ-cM=0$ has the nonzero coefficient $m$, so the charges are dependent.

Conversely, let $sZ+tM=0$. Taking the response of $Z$ and of $M$ to this zero charge gives

$$se+tc=0,\qquad sc+tm=0.$$

Eliminating one coefficient at a time,

$$s\,(em-c^2)=0,\qquad t\,(em-c^2)=0.$$

If $em-c^2$ were nonzero, every such relation would have $s=t=0$, contradicting dependence. Lean obtains the two equations from `row`, and its last two `linear_combination` calls are the eliminations.

For nonzero charges, equality means that the two fields displace the ions along the same pattern, up to sign and scale.

In density functional perturbation theory, the bound gives a consistency check on the static, harmonic lattice contribution. For a full response tensor, it applies to each pair of an electric and a magnetic field direction, with the corresponding charge vectors. A violation beyond rounding error points to a force-constant matrix that is not positive definite, to linear solves that have not converged, or to responses built from inconsistent data. The check says nothing if the responses are computed from a Cholesky factorisation $K=LL^{T}$, as dot products among $L^{-1}Z$ and $L^{-1}M$, because such numbers satisfy the bound automatically. Nor can it reveal an error in the charges that enters all three responses alike, because the inequality holds for any $Z$ and $M$.

```lean
/-- The squared lattice magnetoelectric coupling is at most the product of the electric and
magnetic lattice responses, with equality exactly for linearly dependent mode charges. -/
theorem magnetoelectric_bound {K : Matrix n n ℝ} (hK : K.PosDef) (Z M : n → ℝ) :
    latticeResponse K Z M ^ 2 ≤ latticeResponse K Z Z * latticeResponse K M M ∧
      (latticeResponse K Z M ^ 2 = latticeResponse K Z Z * latticeResponse K M M ↔
        ¬ LinearIndependent ℝ ![Z, M]) := by
  rw [LinearIndependent.pair_iff]
  by_cases hM : M = 0
  · subst hM
    have hdep : ¬ ∀ s t : ℝ, s • Z + t • (0 : n → ℝ) = 0 → s = 0 ∧ t = 0 :=
      fun h => one_ne_zero (h 0 1 (by simp)).2
    have h0 : latticeResponse K Z 0 ^ 2 =
        latticeResponse K Z Z * latticeResponse K 0 0 := by simp [latticeResponse]
    exact ⟨h0.le, fun _ => hdep, fun _ => h0⟩
  · have hm : 0 < latticeResponse K M M :=
      lt_of_le_of_ne (response_self hK M).1
        (fun h => hM ((response_self hK M).2.mp h.symm))
    -- this combined charge has a self-response proportional to the gap in the bound
    have hv := response_expand hK Z M (latticeResponse K M M) (-latticeResponse K Z M)
    have hself := response_self hK
      (latticeResponse K M M • Z + (-latticeResponse K Z M) • M)
    refine ⟨?_, ?_, ?_⟩
    · have hgap : 0 ≤ latticeResponse K M M *
          (latticeResponse K Z Z * latticeResponse K M M - latticeResponse K Z M ^ 2) := by
        have h := hself.1
        rw [hv] at h
        linarith
      exact sub_nonneg.mp (nonneg_of_mul_nonneg_right hgap hm)
    · intro heq hind
      have hz := hself.2.mp (by
        rw [hv]
        linear_combination (-latticeResponse K M M) * heq)
      exact hm.ne' (hind _ _ hz).1
    · intro hdep
      by_contra hne
      refine hdep fun s t hst => ?_
      -- a dependence annihilates both rows of the two-by-two response matrix
      have row : ∀ a : n → ℝ,
          s * latticeResponse K a Z + t * latticeResponse K a M = 0 := by
        intro a
        have h : a ⬝ᵥ K⁻¹ *ᵥ (s • Z + t • M) = 0 := by
          rw [hst, mulVec_zero, dotProduct_zero]
        simpa only [latticeResponse, mulVec_add, mulVec_smul, dotProduct_add,
          dotProduct_smul, smul_eq_mul] using h
      have h1 := row Z
      have h2 := row M
      rw [response_symm hK M Z] at h2
      have hg : latticeResponse K Z Z * latticeResponse K M M
          - latticeResponse K Z M ^ 2 ≠ 0 := fun h => hne (sub_eq_zero.mp h).symm
      constructor
      · refine (mul_eq_zero.mp ?_).resolve_right hg
        linear_combination latticeResponse K M M * h1 - latticeResponse K Z M * h2
      · refine (mul_eq_zero.mp ?_).resolve_right hg
        linear_combination latticeResponse K Z Z * h2 - latticeResponse K Z M * h1
```

## A limit set by the softest displacement

Suppose that a number $k>0$ satisfies

$$k\,(u\cdot u)\le u\cdot Ku\quad\text{for every }u.$$

Physically, $k$ is a stiffness that no displacement pattern falls below. It is supplied to the theorem as the hypothesis `hstiff`; in a calculation, the smallest eigenvalue of $K$ serves. The conclusion is

$$R(Z,M)^2\le\frac{(Z\cdot Z)(M\cdot M)}{k^2}.$$

To derive it, take a charge $a$ and set $x=K^{-1}a$. A squared length is nonnegative, so

$$0\le|a-kx|^2=a\cdot a-2k\,R(a,a)+k^2\,x\cdot x .$$

The stiffness hypothesis at $x$ gives $k\,x\cdot x\le x\cdot Kx=R(a,a)$, hence $k^2\,x\cdot x\le k\,R(a,a)$. Substituting,

$$k\,R(a,a)\le a\cdot a .$$

This is `key` in the proof. Applying it to $Z$ and to $M$, multiplying the two estimates and using the magnetoelectric bound completes the argument, which is the closing `calc` block.

The estimate needs only the charge norms and the lowest eigenvalue. For fixed nonzero charges it grows as $1/k^2$ when the lowest eigenvalue $k$ tends to zero, even if the soft mode carries no charge and leaves the coupling unchanged; the estimate is then far above the true value.

```lean
/-- If every displacement has stiffness at least `k > 0`, the squared magnetoelectric
coupling is at most the product of the squared charge norms divided by `k ^ 2`. -/
theorem stiffness_bound {K : Matrix n n ℝ} (hK : K.PosDef) (Z M : n → ℝ) {k : ℝ}
    (hk : 0 < k) (hstiff : ∀ u : n → ℝ, k * (u ⬝ᵥ u) ≤ u ⬝ᵥ K *ᵥ u) :
    latticeResponse K Z M ^ 2 ≤ (Z ⬝ᵥ Z) * (M ⬝ᵥ M) / k ^ 2 := by
  have hsq : ∀ v : n → ℝ, 0 ≤ v ⬝ᵥ v :=
    fun v => Finset.sum_nonneg fun i _ => mul_self_nonneg (v i)
  -- each diagonal response is limited by the smallest stiffness
  have key : ∀ a : n → ℝ, k * latticeResponse K a a ≤ a ⬝ᵥ a := by
    intro a
    have h1 := hsq (a - k • (K⁻¹ *ᵥ a))
    simp only [sub_dotProduct, dotProduct_sub, smul_dotProduct, dotProduct_smul,
      smul_eq_mul] at h1
    rw [dotProduct_comm (K⁻¹ *ᵥ a) a] at h1
    have h2 := hstiff (K⁻¹ *ᵥ a)
    rw [force_balance hK, dotProduct_comm (K⁻¹ *ᵥ a) a] at h2
    have h3 := mul_le_mul_of_nonneg_left h2 hk.le
    unfold latticeResponse
    linarith
  rw [le_div_iff₀ (pow_pos hk 2)]
  calc latticeResponse K Z M ^ 2 * k ^ 2
      ≤ latticeResponse K Z Z * latticeResponse K M M * k ^ 2 :=
        mul_le_mul_of_nonneg_right (magnetoelectric_bound hK Z M).1 (sq_nonneg k)
    _ = (k * latticeResponse K Z Z) * (k * latticeResponse K M M) := by ring
    _ ≤ (Z ⬝ᵥ Z) * (M ⬝ᵥ M) :=
        mul_le_mul (key Z) (key M) (mul_nonneg hk.le (response_self hK M).1) (hsq Z)

end

end LatticeMagnetoelectric
```

```lean
#print axioms LatticeMagnetoelectric.relaxed_is_minimum
-- 'LatticeMagnetoelectric.relaxed_is_minimum' depends on axioms: [propext, Classical.choice, Quot.sound]
#print axioms LatticeMagnetoelectric.induced_moments
-- 'LatticeMagnetoelectric.induced_moments' depends on axioms: [propext, Classical.choice, Quot.sound]
#print axioms LatticeMagnetoelectric.magnetoelectric_bound
-- 'LatticeMagnetoelectric.magnetoelectric_bound' depends on axioms: [propext, Classical.choice, Quot.sound]
#print axioms LatticeMagnetoelectric.stiffness_bound
-- 'LatticeMagnetoelectric.stiffness_bound' depends on axioms: [propext, Classical.choice, Quot.sound]
```
